# Backward Euler keeps master-equation densities nonnegative at any step size; Crank–Nicolson can fail to

Carriers hop between finitely many sites, and the density p obeys dp/dt = Qp. For i ≠ j, Q_ij ≥ 0 is the rate from site j to site i. Each column of Q sums to zero because hopping neither creates nor removes carriers. If a simulation takes a large time step dt, does the density stay nonnegative?

For backward Euler it does: for every dt ≥ 0, the matrix 1 − dt Q is invertible, and its inverse B(dt) has nonnegative entries and unit column sums. Crank–Nicolson can produce a negative density. For linear hopping or drift-diffusion models on a finite closed grid with such a Q, the backward Euler step is therefore limited by accuracy, not by positivity.

## Positivity and conservation in an implicit step

Suppose (1 − dt Q)x ≥ 0 at every site, but the set S of sites with x_i < 0 is nonempty. The net flow into S is

Σ_{i∈S} (Qx)_i = Σ_j (Σ_{i∈S} Q_ij) x_j.

If j ∉ S, the bracket contains only off-diagonal rates and x_j ≥ 0. If j ∈ S, the zero column sum makes the bracket equal to −Σ_{i∉S} Q_ij ≤ 0, while x_j < 0. Every term is thus nonnegative, and

0 ≤ Σ_{i∈S} ((1 − dt Q)x)_i = Σ_{i∈S} x_i − dt Σ_{i∈S} (Qx)_i ≤ Σ_{i∈S} x_i < 0,

a contradiction. Hence x ≥ 0.

Summing over all sites instead gives Σ_i (Qx)_i = Σ_j (Σ_i Q_ij) x_j = 0, so (1 − dt Q)x and x have the same total.

If (1 − dt Q)v = 0, the sign result applies to v and to −v, so v = 0 and the square matrix is invertible. Column j of B(dt) solves (1 − dt Q)b = e_j, where e_j is the unit density on site j. So b is nonnegative and has total 1.

## Crank–Nicolson through a half step

Let A = 1 − (dt/2)Q, so that A⁻¹ = B(dt/2). The Crank–Nicolson propagator is

C = A⁻¹(1 + (dt/2)Q) = A⁻¹(2 − A) = 2B(dt/2) − 1.

Its off-diagonal entries are nonnegative. It preserves nonnegative densities exactly when its diagonal entries are nonnegative too, that is, when B_ii(dt/2) ≥ 1/2 for all i. Writing B for B(dt/2), the diagonal of AB = 1 reads

(1 + dt|Q_ii|/2) B_ii = 1 + (dt/2) Σ_{k≠i} Q_ik B_ki ≥ 1,

so dt|Q_ii| ≤ 2 at every site is sufficient.

For Q = [[−3, 1], [3, −1]] and dt = 2, the explicit half sends (1, 0) to (−2, 3). Since A⁻¹ = (1/5)[[2, 1], [3, 4]], the result is (−1/5, 6/5): the total is still 1, but one density is negative.

## Rates and propagators in Lean

```lean
import Mathlib

open Matrix

namespace ImplicitMasterEquation

noncomputable section

variable {n : Type*} [Fintype n] [DecidableEq n]
```

The sites form a finite type `n`, and densities are functions `n → ℝ`.

```lean
/-- A rate matrix acting on column densities: hopping rates between distinct sites are
nonnegative, and each column sums to zero. -/
structure IsRateMatrix {n : Type*} [Fintype n] (Q : Matrix n n ℝ) : Prop where
  offdiag : ∀ i j, i ≠ j → 0 ≤ Q i j
  colsum : ∀ j, ∑ i, Q i j = 0
```

`Q i j` is the rate from `j` to `i`, matching the column convention above. The condition `colsum` describes a closed system: no carriers enter or leave the set of sites.

```lean
/-- The backward Euler propagator `(1 - dt Q)⁻¹`, meant for invertible `1 - dt Q`. -/
def backwardEuler (Q : Matrix n n ℝ) (dt : ℝ) : Matrix n n ℝ := (1 - dt • Q)⁻¹

/-- The Crank-Nicolson propagator `(1 - dt Q / 2)⁻¹ (1 + dt Q / 2)`, meant for invertible
`1 - dt Q / 2`. -/
def crankNicolson (Q : Matrix n n ℝ) (dt : ℝ) : Matrix n n ℝ :=
  (1 - (dt / 2) • Q)⁻¹ * (1 + (dt / 2) • Q)
```

Lean's matrix inverse is defined even for singular matrices, so invertibility has to be proved separately.

## The sign argument and its consequences

```lean
/-- Minimum principle: for a rate matrix and a nonnegative time step, if `(1 - dt Q) x` is
nonnegative at every site, then so is `x`. -/
theorem minimum_principle {Q : Matrix n n ℝ} (hQ : IsRateMatrix Q) {dt : ℝ} (hdt : 0 ≤ dt)
    {x : n → ℝ} (hx : ∀ i, 0 ≤ ((1 - dt • Q) *ᵥ x) i) : ∀ i, 0 ≤ x i := by
  intro k
  by_contra hk
  -- the set of sites with negative density
  let S : Finset n := Finset.univ.filter (fun i => x i < 0)
  have hS : ∀ i, i ∈ S ↔ x i < 0 := fun i => by simp [S]
  -- the net flow into this set is nonnegative
  have hflow : 0 ≤ ∑ i ∈ S, (Q *ᵥ x) i := by
    have hswap : ∑ i ∈ S, (Q *ᵥ x) i = ∑ j, (∑ i ∈ S, Q i j) * x j := by
      simp only [Matrix.mulVec, dotProduct, Finset.sum_mul]
      exact Finset.sum_comm
    rw [hswap]
    refine Finset.sum_nonneg fun j _ => ?_
    by_cases hj : x j < 0
    · have hsplit : ∑ i ∈ S, Q i j + ∑ i ∈ Sᶜ, Q i j = 0 := by
        rw [Finset.sum_add_sum_compl]
        exact hQ.colsum j
      have hout : 0 ≤ ∑ i ∈ Sᶜ, Q i j := Finset.sum_nonneg fun i hi =>
        hQ.offdiag i j fun h => Finset.mem_compl.mp hi ((hS i).2 (by rw [h]; exact hj))
      have hin : 0 ≤ -∑ i ∈ S, Q i j := by linarith
      nlinarith [mul_nonneg hin (neg_nonneg.2 hj.le)]
    · refine mul_nonneg (Finset.sum_nonneg fun i hi => hQ.offdiag i j fun h => ?_)
        (not_lt.mp hj)
      exact hj (by rw [← h]; exact (hS i).1 hi)
  have hneg : ∑ i ∈ S, x i < 0 := by
    calc ∑ i ∈ S, x i < ∑ i ∈ S, (0 : ℝ) :=
          Finset.sum_lt_sum_of_nonempty ⟨k, (hS k).2 (not_le.mp hk)⟩ fun i hi => (hS i).1 hi
      _ = 0 := Finset.sum_const_zero
  have hsum : 0 ≤ ∑ i ∈ S, ((1 - dt • Q) *ᵥ x) i := Finset.sum_nonneg fun i _ => hx i
  simp only [Matrix.sub_mulVec, Matrix.smul_mulVec, Matrix.one_mulVec, Pi.sub_apply,
    Pi.smul_apply, smul_eq_mul, Finset.sum_sub_distrib, ← Finset.mul_sum] at hsum
  linarith [mul_nonneg hdt hflow]
```

Here `hflow` is the estimate of the flow into `S`, with the two cases for `j` split by `by_cases`. The last line combines it with `hneg` and `hsum` to reach the contradiction.

```lean
/-- For a rate matrix, `(1 - dt Q) x` has the same total density as `x`. -/
theorem total_density {Q : Matrix n n ℝ} (hQ : IsRateMatrix Q) (dt : ℝ) (x : n → ℝ) :
    ∑ i, ((1 - dt • Q) *ᵥ x) i = ∑ i, x i := by
  have h0 : ∑ i, (Q *ᵥ x) i = 0 := by
    simp only [Matrix.mulVec, dotProduct]
    rw [Finset.sum_comm]
    simp only [← Finset.sum_mul, hQ.colsum, zero_mul, Finset.sum_const_zero]
  simp only [Matrix.sub_mulVec, Matrix.smul_mulVec, Matrix.one_mulVec, Pi.sub_apply,
    Pi.smul_apply, smul_eq_mul, Finset.sum_sub_distrib, ← Finset.mul_sum, h0, mul_zero, sub_zero]
```

Exchanging the sums exposes the column sums of `Q`.

```lean
/-- For a rate matrix and a nonnegative time step, the backward Euler propagator solves the
implicit equation `(1 - dt Q) B = 1`. -/
theorem implicit_mul_backwardEuler {Q : Matrix n n ℝ} (hQ : IsRateMatrix Q) {dt : ℝ}
    (hdt : 0 ≤ dt) : (1 - dt • Q) * backwardEuler Q dt = 1 := by
  refine Matrix.mul_nonsing_inv _ (isUnit_iff_ne_zero.mpr fun h => ?_)
  -- a kernel vector and its negative are both nonnegative
  obtain ⟨v, hv, h0⟩ := Matrix.exists_mulVec_eq_zero_iff.mpr h
  have hpos := minimum_principle hQ hdt (x := v) (fun i => by simp [h0])
  have hneg := minimum_principle hQ hdt (x := -v) (fun i => by simp [Matrix.mulVec_neg, h0])
  refine hv (funext fun i => le_antisymm ?_ (hpos i))
  simpa using hneg i
```

A zero determinant would supply a nonzero kernel vector `v`, which the minimum principle excludes.

```lean
/-- For a rate matrix and any nonnegative time step, `1 - dt Q` is invertible, and its inverse
has nonnegative entries and unit column sums. -/
theorem backwardEuler_stochastic {Q : Matrix n n ℝ} (hQ : IsRateMatrix Q) {dt : ℝ}
    (hdt : 0 ≤ dt) :
    IsUnit (1 - dt • Q) ∧ (∀ i j, 0 ≤ (1 - dt • Q)⁻¹ i j) ∧
      ∀ j, ∑ i, (1 - dt • Q)⁻¹ i j = 1 := by
  have hAB : (1 - dt • Q) * (1 - dt • Q)⁻¹ = 1 := implicit_mul_backwardEuler hQ hdt
  -- each column of the inverse solves the implicit equation for a point source
  have hcol : ∀ i j, ((1 - dt • Q) *ᵥ fun k => (1 - dt • Q)⁻¹ k j) i
      = (1 : Matrix n n ℝ) i j := fun i j => congrFun (congrFun hAB i) j
  refine ⟨⟨⟨_, _, hAB, mul_eq_one_comm.mp hAB⟩, rfl⟩, fun i j => ?_, fun j => ?_⟩
  · refine minimum_principle hQ hdt (x := fun k => (1 - dt • Q)⁻¹ k j) (fun k => ?_) i
    rw [hcol, Matrix.one_apply]
    split_ifs <;> norm_num
  · rw [← total_density hQ dt (fun k => (1 - dt • Q)⁻¹ k j)]
    simp only [hcol]
    simp [Matrix.one_apply]
```

This is the main theorem, with `IsUnit` expressing invertibility. The equation `hcol` says that each column of the inverse answers a point source.

```lean
/-- Backward Euler with rate matrices and nonnegative time steps that may change from step to
step keeps a nonnegative initial density nonnegative and conserves its total. -/
theorem backwardEuler_evolution {Q : ℕ → Matrix n n ℝ} (hQ : ∀ k, IsRateMatrix (Q k))
    {dt : ℕ → ℝ} (hdt : ∀ k, 0 ≤ dt k) {p : ℕ → n → ℝ}
    (hp : ∀ k, p (k + 1) = backwardEuler (Q k) (dt k) *ᵥ p k) (h0 : ∀ i, 0 ≤ p 0 i) (k : ℕ) :
    (∀ i, 0 ≤ p k i) ∧ ∑ i, p k i = ∑ i, p 0 i := by
  induction k with
  | zero => exact ⟨h0, rfl⟩
  | succ k ih =>
    have hstep : (1 - dt k • Q k) *ᵥ p (k + 1) = p k := by
      rw [hp, Matrix.mulVec_mulVec, implicit_mul_backwardEuler (hQ k) (hdt k),
        Matrix.one_mulVec]
    refine ⟨minimum_principle (hQ k) (hdt k) (fun i => by rw [hstep]; exact ih.1 i), ?_⟩
    rw [← total_density (hQ k) (dt k), hstep]
    exact ih.2
```

Induction extends the result to any number of steps, with rates and step sizes free to change. It assumes that each linear system is solved exactly, and it says nothing about time-discretisation error.

## When Crank–Nicolson preserves sign

```lean
/-- For a rate matrix and a nonnegative time step, the Crank-Nicolson propagator is twice the
backward Euler propagator of half the step, minus the identity. -/
theorem crankNicolson_eq {Q : Matrix n n ℝ} (hQ : IsRateMatrix Q) {dt : ℝ} (hdt : 0 ≤ dt) :
    crankNicolson Q dt = (2 : ℝ) • backwardEuler Q (dt / 2) - 1 := by
  have hBA := mul_eq_one_comm.mp
    (implicit_mul_backwardEuler hQ (div_nonneg hdt zero_le_two))
  have h : 1 + (dt / 2) • Q = (2 : ℝ) • (1 : Matrix n n ℝ) - (1 - (dt / 2) • Q) := by module
  change backwardEuler Q (dt / 2) * (1 + (dt / 2) • Q) = _
  rw [h, mul_sub, hBA, Matrix.mul_smul, mul_one]
```

The rewriting by `h` is the substitution 1 + (dt/2)Q = 2 − A.

```lean
/-- For a rate matrix and a nonnegative time step, Crank-Nicolson keeps every nonnegative density
nonnegative exactly when all diagonal entries of the half-step backward Euler propagator are at
least one half. -/
theorem crankNicolson_positive_iff {Q : Matrix n n ℝ} (hQ : IsRateMatrix Q) {dt : ℝ}
    (hdt : 0 ≤ dt) :
    (∀ p : n → ℝ, (∀ i, 0 ≤ p i) → ∀ i, 0 ≤ (crankNicolson Q dt *ᵥ p) i) ↔
      ∀ i, 1 / 2 ≤ backwardEuler Q (dt / 2) i i := by
  constructor
  · intro h i
    -- test with all the density on site i
    have hi := h (Pi.single i 1) (fun j => by rw [Pi.single_apply]; split_ifs <;> norm_num) i
    have e : (crankNicolson Q dt *ᵥ Pi.single i 1) i = crankNicolson Q dt i i := by
      simp [Matrix.mulVec, dotProduct, Pi.single_apply]
    rw [e, crankNicolson_eq hQ hdt] at hi
    simp only [Matrix.sub_apply, Matrix.smul_apply, Matrix.one_apply_eq, smul_eq_mul] at hi
    linarith
  · intro h p hp i
    change 0 ≤ ∑ j, crankNicolson Q dt i j * p j
    refine Finset.sum_nonneg fun j _ => mul_nonneg ?_ (hp j)
    have hB : 0 ≤ backwardEuler Q (dt / 2) i j :=
      (backwardEuler_stochastic hQ (div_nonneg hdt zero_le_two)).2.1 i j
    rw [crankNicolson_eq hQ hdt, Matrix.sub_apply, Matrix.smul_apply, smul_eq_mul]
    by_cases hij : i = j
    · subst hij
      rw [Matrix.one_apply_eq]
      linarith [h i]
    · rw [Matrix.one_apply_ne hij]
      linarith
```

The forward direction tests a density on one site, `Pi.single i 1`; the converse checks diagonal and off-diagonal entries separately.

```lean
/-- For a rate matrix and a nonnegative time step, Crank-Nicolson keeps nonnegative densities
nonnegative if the step times the escape rate `-Q i i` is at most two at every site. -/
theorem crankNicolson_positive_of_small_step {Q : Matrix n n ℝ} (hQ : IsRateMatrix Q) {dt : ℝ}
    (hdt : 0 ≤ dt) (hsmall : ∀ i, dt * (-Q i i) ≤ 2) {p : n → ℝ} (hp : ∀ i, 0 ≤ p i) :
    ∀ i, 0 ≤ (crankNicolson Q dt *ᵥ p) i := by
  refine (crankNicolson_positive_iff hQ hdt).2 (fun i => ?_) p hp
  have hB : ∀ k, 0 ≤ backwardEuler Q (dt / 2) k i := fun k =>
    (backwardEuler_stochastic hQ (div_nonneg hdt zero_le_two)).2.1 k i
  have hAB := implicit_mul_backwardEuler hQ (div_nonneg hdt zero_le_two)
  rw [sub_mul, one_mul, Matrix.smul_mul] at hAB
  have h1 := congrFun (congrFun hAB i) i
  simp only [Matrix.sub_apply, Matrix.smul_apply, Matrix.mul_apply, Matrix.one_apply_eq,
    smul_eq_mul] at h1
  -- separate the escape from site i from the arrivals at site i
  have hs : Q i i * backwardEuler Q (dt / 2) i i
      + ∑ k ∈ Finset.univ.erase i, Q i k * backwardEuler Q (dt / 2) k i
      = ∑ k, Q i k * backwardEuler Q (dt / 2) k i :=
    Finset.add_sum_erase Finset.univ (fun k => Q i k * backwardEuler Q (dt / 2) k i)
      (Finset.mem_univ i)
  have hR : 0 ≤ ∑ k ∈ Finset.univ.erase i, Q i k * backwardEuler Q (dt / 2) k i :=
    Finset.sum_nonneg fun k hk =>
      mul_nonneg (hQ.offdiag i k (Finset.ne_of_mem_erase hk).symm) (hB k)
  rw [← hs] at h1
  nlinarith [mul_nonneg hdt hR, mul_nonneg (sub_nonneg.2 (hsmall i)) (hB i)]
```

`hs` separates the diagonal term from the arrivals, `hR` gives the arrivals their sign, and `nlinarith` completes the bound.

```lean
/-- The two-site matrix with rows `(-3, 1)` and `(3, -1)` is a rate matrix, and one Crank-Nicolson
step with `dt = 2` sends the density `(1, 0)` to `(-1/5, 6/5)`. -/
theorem crankNicolson_negative_density :
    IsRateMatrix (!![-3, 1; 3, -1] : Matrix (Fin 2) (Fin 2) ℝ) ∧
      crankNicolson !![-3, 1; 3, -1] 2 *ᵥ ![1, 0] = ![-1 / 5, 6 / 5] := by
  constructor
  · constructor
    · intro i j hij
      fin_cases i <;> fin_cases j <;> simp at hij ⊢
    · intro j
      fin_cases j <;> simp [Fin.sum_univ_succ]
  · have hinv : (1 - ((2 : ℝ) / 2) • (!![-3, 1; 3, -1] : Matrix (Fin 2) (Fin 2) ℝ))⁻¹
        = !![2 / 5, 1 / 5; 3 / 5, 4 / 5] := by
      apply Matrix.inv_eq_right_inv
      ext i j
      fin_cases i <;> fin_cases j <;>
        simp [Matrix.mul_apply, Fin.sum_univ_succ, Matrix.one_apply] <;> norm_num
    rw [crankNicolson, hinv]
    ext i
    fin_cases i <;>
      simp [Matrix.mulVec, dotProduct, Matrix.mul_apply, Fin.sum_univ_succ,
        Matrix.one_apply] <;> norm_num

end

end ImplicitMasterEquation
```

The first half confirms that the example is a rate matrix; the second verifies the explicit inverse and multiplies out the step.

```lean
#print axioms ImplicitMasterEquation.backwardEuler_evolution
#print axioms ImplicitMasterEquation.crankNicolson_positive_of_small_step
#print axioms ImplicitMasterEquation.crankNicolson_negative_density
```

```
'ImplicitMasterEquation.backwardEuler_evolution' depends on axioms: [propext, Classical.choice, Quot.sound]
'ImplicitMasterEquation.crankNicolson_positive_of_small_step' depends on axioms: [propext, Classical.choice, Quot.sound]
'ImplicitMasterEquation.crankNicolson_negative_density' depends on axioms: [propext, Classical.choice, Quot.sound]
```
